# Aronszajn's inequality: bounding the eigenvalues of a positive semidefinite block matrix by those of its diagonal blocks

After diagonalising the overlap matrices of two fragments separately, one can bound the eigenvalues of the joint overlap matrix from above without computing the block that couples them. This step rests on Aronszajn's inequality, which uses the positive semidefiniteness of the joint matrix.

Let $A$ be a Hermitian $p\times p$ matrix, $D$ a Hermitian $q\times q$ matrix, and

$$M=\begin{pmatrix}A&B\\B^\dagger&D\end{pmatrix}.$$

Write their eigenvalues in decreasing order, counted from zero, as $\alpha_i$, $\delta_j$ and $\lambda_k$. If every $\lambda_k\ge\mu$, then for $0\le i<p$ and $0\le j<q$

$$\mu+\lambda_{i+j}\le\alpha_i+\delta_j .$$

Positive semidefinite $M$ is the case $\mu=0$. Counted from one, the index on the left becomes $i+j-1$.

## Choosing a state and bounding its coupling energy

For a state $z$ with amplitudes $c_k$ in the orthonormal eigenmodes of $M$, let $w(z)=\sum_k|c_k|^2$ be its squared norm and $E_M(z)=z^\dagger Mz=\sum_k\lambda_k|c_k|^2$ its energy. Hence $E_M(z)\ge\mu\,w(z)$. Putting a normalised eigenvector of $A$ or $D$ on its fragment, and zero on the other, gives $\alpha_i\ge\mu$ and $\delta_j\ge\mu$.

Now require of $z=(x,y)$ that $x$ has no amplitude in the first $i$ modes of $A$, $y$ none in the first $j$ modes of $D$, and $z$ none in the modes of $M$ after number $i+j$. These are $i+j+(p+q-1-i-j)=p+q-1$ linear conditions in dimension $p+q$, so some $z\neq0$ satisfies them. With $u=w(x)$ and $v=w(y)$,

$$E_A(x)\le\alpha_i u,\qquad E_D(y)\le\delta_j v,\qquad \lambda_{i+j}(u+v)\le E_M(z).$$

Let $R=\operatorname{Re}x^\dagger By$, $P=E_A(x)-\mu u$ and $Q=E_D(y)-\mu v$. Replacing $x$ by $sx$, with $s$ real, gives

$$Ps^2+2Rs+Q\ge0\quad\text{for all }s,$$

so $P,Q\ge0$ and $R^2\le PQ$. Set $a=\alpha_i-\mu$ and $d=\delta_j-\mu$. Since $P\le au$ and $Q\le dv$,

$$2R\le2\sqrt{(av)(du)}\le av+du.$$

Therefore

$$E_M(z)=\mu(u+v)+P+Q+2R\le(\mu+a+d)(u+v)=(\alpha_i+\delta_j-\mu)(u+v).$$

Comparison with the lower bound on $E_M(z)$, and division by $u+v>0$, proves the claim.

## States, energies and numbered levels

The finite types `m` and `n` label the basis functions of the fragments, and `m ⊕ n` labels those of the joint system.

In Lean 4 with Mathlib:

```lean
import Mathlib

open Matrix
open scoped ComplexOrder

namespace AronszajnBlock

noncomputable section

variable {m n : Type*} [Fintype m] [DecidableEq m] [Fintype n] [DecidableEq n]
```

A state is a complex function on the labels. Its energy is not divided by its squared norm.

```lean
/-- The (unnormalised) energy expectation of the state `x` for the Hamiltonian `A`. -/
def energy (A : Matrix n n ℂ) (x : n → ℂ) : ℝ := (star x ⬝ᵥ A *ᵥ x).re

/-- The squared norm of a state. -/
def weight (x : n → ℂ) : ℝ := ∑ s, ‖x s‖ ^ 2
```

The ordering convention makes `level` zero the highest eigenvalue; degenerate eigenvalues are repeated.

```lean
/-- The eigenvalues of a Hermitian matrix in decreasing order, counted from zero. -/
abbrev level {A : Matrix n n ℂ} (hA : A.IsHermitian) (k : Fin (Fintype.card n)) : ℝ :=
  hA.eigenvalues₀ k

/-- The position `i + j` in the spectrum of the joint system, counted from zero. -/
def pairIndex (i : Fin (Fintype.card m)) (j : Fin (Fintype.card n)) :
    Fin (Fintype.card (m ⊕ n)) :=
  ⟨i + j, by
    have hi := i.isLt
    have hj := j.isLt
    rw [Fintype.card_sum]
    omega⟩
```

The lower left block is always the adjoint of `B`; when `A` and `D` are Hermitian, so is the joint matrix.

```lean
omit [Fintype m] [DecidableEq m] [Fintype n] [DecidableEq n] in
/-- Two Hermitian fragments with a coupling `B` and its adjoint form a Hermitian matrix. -/
theorem block_isHermitian {A : Matrix m m ℂ} {D : Matrix n n ℂ} (hA : A.IsHermitian)
    (B : Matrix m n ℂ) (hD : D.IsHermitian) : (fromBlocks A B Bᴴ D).IsHermitian :=
  IsHermitian.fromBlocks hA rfl hD
```

## Expansion in eigenmodes

```lean
/-- The energy for the unit matrix is the squared norm. -/
theorem energy_one (x : n → ℂ) : energy 1 x = weight x := by
  rw [energy, weight, one_mulVec]
  simp only [dotProduct, Complex.re_sum, Pi.star_apply]
  refine Finset.sum_congr rfl fun s _ => ?_
  rw [Complex.sq_norm, Complex.normSq_apply]
  simp only [Complex.star_def, Complex.mul_re, Complex.conj_re, Complex.conj_im]
  ring
```

The map `C` below sends $x$ to its mode amplitudes $U^\dagger x$, where the columns of $U$ are eigenvectors. The inner statement `key` is applied to the unit matrix for the norm and to `A` for the energy.

```lean
/-- A state has linear mode amplitudes, freely choosable, in which the squared norm is the sum
of their squared moduli and the energy is the same sum weighted by the ordered eigenvalues. -/
theorem exists_amplitudes {A : Matrix n n ℂ} (hA : A.IsHermitian) :
    ∃ C : (n → ℂ) →ₗ[ℂ] (Fin (Fintype.card n) → ℂ), Function.Surjective C ∧
      (∀ x, weight x = ∑ k, ‖C x k‖ ^ 2) ∧
      ∀ x, energy A x = ∑ k, level hA k * ‖C x k‖ ^ 2 := by
  let e : Fin (Fintype.card n) ≃ n := Fintype.equivOfCardEq (Fintype.card_fin _)
  let U : Matrix n n ℂ := hA.eigenvectorUnitary
  have hU : Uᴴ * U = 1 := Matrix.mem_unitaryGroup_iff'.1 hA.eigenvectorUnitary.2
  have hU' : U * Uᴴ = 1 := mul_eq_one_comm.1 hU
  have hlev : ∀ k, hA.eigenvalues (e k) = level hA k := by
    intro k
    change hA.eigenvalues₀ (e.symm (e k)) = hA.eigenvalues₀ k
    rw [Equiv.symm_apply_apply]
  have hUe : ∀ s t, U s t = hA.eigenvectorBasis t s := fun s t => hA.eigenvectorUnitary_apply s t
  have hAU : A * U = U * diagonal (fun s => (hA.eigenvalues s : ℂ)) := by
    ext s t
    have h := congrFun (hA.mulVec_eigenvectorBasis t) s
    simp only [mulVec, dotProduct, Pi.smul_apply, Complex.real_smul] at h
    rw [mul_diagonal, Matrix.mul_apply]
    simp only [hUe]
    exact h.trans (mul_comm _ _)
  -- any matrix diagonal in these modes has a diagonal energy
  have key : ∀ (w : n → ℝ) (M : Matrix n n ℂ), M * U = U * diagonal (fun s => (w s : ℂ)) →
      ∀ x, energy M x = ∑ k, w (e k) * ‖(Uᴴ *ᵥ x) (e k)‖ ^ 2 := by
    intro w M h x
    have hM : M = U * diagonal (fun s => (w s : ℂ)) * Uᴴ := by
      rw [← h, Matrix.mul_assoc, hU', Matrix.mul_one]
    have h1 : star x ⬝ᵥ M *ᵥ x =
        star (Uᴴ *ᵥ x) ⬝ᵥ (diagonal (fun s => (w s : ℂ)) *ᵥ (Uᴴ *ᵥ x)) := by
      rw [hM, star_mulVec, conjTranspose_conjTranspose, ← dotProduct_mulVec]
      simp only [mulVec_mulVec, Matrix.mul_assoc]
    rw [energy, h1]
    refine Eq.trans ?_ (e.sum_comp (fun s => w s * ‖(Uᴴ *ᵥ x) s‖ ^ 2)).symm
    simp only [dotProduct, mulVec_diagonal, Complex.re_sum, Pi.star_apply]
    refine Finset.sum_congr rfl fun s _ => ?_
    generalize (Uᴴ *ᵥ x) s = z
    rw [Complex.sq_norm, Complex.normSq_apply]
    simp only [Complex.star_def, Complex.mul_re, Complex.mul_im, Complex.conj_re,
      Complex.conj_im, Complex.ofReal_re, Complex.ofReal_im]
    ring
  refine ⟨(LinearMap.funLeft ℂ ℂ e).comp (Matrix.mulVecLin Uᴴ), ?_, ?_, ?_⟩
  · intro c
    refine ⟨U *ᵥ (c ∘ e.symm), ?_⟩
    funext k
    change (Uᴴ *ᵥ (U *ᵥ (c ∘ e.symm))) (e k) = c k
    rw [mulVec_mulVec, hU, one_mulVec]
    simp
  · intro x
    have h := key (fun _ => 1) 1 (by simp) x
    simp only [one_mul] at h
    rw [← energy_one]
    exact h
  · intro x
    have h := key hA.eigenvalues A hAU x
    simp only [hlev] at h
    exact h
```

Surjectivity of `C` lets us pick the state with a single unit amplitude.

```lean
/-- Every eigenvalue is the energy of some normalised state. -/
theorem exists_mode {A : Matrix n n ℂ} (hA : A.IsHermitian) (k : Fin (Fintype.card n)) :
    ∃ x, weight x = 1 ∧ energy A x = level hA k := by
  obtain ⟨C, hs, hw, he⟩ := exists_amplitudes hA
  obtain ⟨x, hx⟩ := hs (Pi.single k 1)
  refine ⟨x, ?_, ?_⟩
  · rw [hw, hx, Finset.sum_eq_single k]
    · simp
    · intro j _ hj
      simp [hj]
    · simp
  · rw [he, hx, Finset.sum_eq_single k]
    · simp
    · intro j _ hj
      simp [hj]
    · simp
```

The two truncation bounds follow by comparing the sums term by term.

```lean
/-- For decreasing levels, a state without amplitude before level `k` has at most that level as
mean energy, and a state without amplitude after level `k` has at least that level. -/
theorem truncated_energy {N : ℕ} {l : Fin N → ℝ} (hl : Antitone l) (c : Fin N → ℂ) (k : Fin N) :
    ((∀ s, s < k → c s = 0) → ∑ s, l s * ‖c s‖ ^ 2 ≤ l k * ∑ s, ‖c s‖ ^ 2) ∧
    ((∀ s, k < s → c s = 0) → l k * ∑ s, ‖c s‖ ^ 2 ≤ ∑ s, l s * ‖c s‖ ^ 2) := by
  constructor <;> intro hc <;> rw [Finset.mul_sum] <;> refine Finset.sum_le_sum fun s _ => ?_
  · by_cases h : s < k
    · simp [hc s h]
    · exact mul_le_mul_of_nonneg_right (hl (not_lt.1 h)) (sq_nonneg _)
  · by_cases h : k < s
    · simp [hc s h]
    · exact mul_le_mul_of_nonneg_right (hl (not_lt.1 h)) (sq_nonneg _)
```

## The coupling term

The two off-diagonal contributions are complex conjugates, hence the factor $2R$.

```lean
omit [DecidableEq m] [DecidableEq n] in
/-- The energy of a joint state is the sum of the fragment energies and twice the real part of
the coupling element. -/
theorem block_energy (A : Matrix m m ℂ) (B : Matrix m n ℂ) (D : Matrix n n ℂ)
    (x : m → ℂ) (y : n → ℂ) : energy (fromBlocks A B Bᴴ D) (Sum.elim x y) =
      energy A x + energy D y + 2 * (star x ⬝ᵥ B *ᵥ y).re := by
  have h1 : star y ⬝ᵥ (Bᴴ *ᵥ x) = star (star (Bᴴ *ᵥ x) ⬝ᵥ y) := by
    apply Matrix.star_dotProduct
  rw [star_mulVec, conjTranspose_conjTranspose, ← dotProduct_mulVec] at h1
  have h2 : star (Sum.elim x y) = Sum.elim (star x) (star y) := by
    funext s
    cases s <;> rfl
  have h3 : ∀ (u u' : m → ℂ) (v v' : n → ℂ),
      Sum.elim u v ⬝ᵥ Sum.elim u' v' = u ⬝ᵥ u' + v ⬝ᵥ v' := by
    intro u u' v v'
    simp [dotProduct, Fintype.sum_sum_type]
  rw [energy, h2, fromBlocks_mulVec, Sum.elim_comp_inl, Sum.elim_comp_inr, h3,
    dotProduct_add, dotProduct_add, h1]
  simp only [Complex.add_re, Complex.star_def, Complex.conj_re, energy]
  ring
```

In the next proof, `hq` is the quadratic in $s$, `hdisc` its discriminant condition, and `hb` the bound on $2R$.

```lean
/-- Let `a` and `d` be at least `μ`, and let every joint state have energy at least `μ` times its
weight. If the energies of `x` and `y` are at most `a` and `d` times their weights, the energy of
the joint state `(x, y)` is at most `a + d - μ` times its weight. -/
theorem block_energy_le {A : Matrix m m ℂ} {B : Matrix m n ℂ} {D : Matrix n n ℂ} {μ a d : ℝ}
    (ha : μ ≤ a) (hd : μ ≤ d) (hM : ∀ z, μ * weight z ≤ energy (fromBlocks A B Bᴴ D) z)
    {x : m → ℂ} {y : n → ℂ} (hx : energy A x ≤ a * weight x) (hy : energy D y ≤ d * weight y) :
    energy (fromBlocks A B Bᴴ D) (Sum.elim x y) ≤ (a + d - μ) * weight (Sum.elim x y) := by
  have hw : ∀ u : m → ℂ, weight (Sum.elim u y) = weight u + weight y := by
    intro u
    simp [weight, Fintype.sum_sum_type]
  have hE : ∀ (s : ℝ) (G : Matrix m m ℂ), energy G ((s : ℂ) • x) = s * s * energy G x := by
    intro s G
    have h : star ((s : ℂ) • x) ⬝ᵥ G *ᵥ ((s : ℂ) • x) =
        ((s * s : ℝ) : ℂ) * (star x ⬝ᵥ G *ᵥ x) := by
      rw [star_smul, smul_dotProduct, mulVec_smul, dotProduct_smul]
      simp only [smul_eq_mul, Complex.star_def, Complex.conj_ofReal, Complex.ofReal_mul]
      ring
    rw [energy, h, Complex.re_ofReal_mul, energy]
  have hR : ∀ s : ℝ, (star ((s : ℂ) • x) ⬝ᵥ B *ᵥ y).re = s * (star x ⬝ᵥ B *ᵥ y).re := by
    intro s
    rw [star_smul, smul_dotProduct, smul_eq_mul, Complex.star_def, Complex.conj_ofReal,
      Complex.re_ofReal_mul]
  -- rescaling one fragment gives a nonnegative quadratic polynomial
  have hq : ∀ s : ℝ, 0 ≤ (energy A x - μ * weight x) * (s * s)
      + (2 * (star x ⬝ᵥ B *ᵥ y).re) * s + (energy D y - μ * weight y) := by
    intro s
    have h := hM (Sum.elim ((s : ℂ) • x) y)
    rw [block_energy, hw, hE, hR, ← energy_one ((s : ℂ) • x), hE, energy_one] at h
    linarith
  have hdisc := discrim_le_zero hq
  have hQ := hq 0
  rw [block_energy, hw]
  have hp : 0 ≤ weight x := Finset.sum_nonneg fun _ _ => sq_nonneg _
  have hr : 0 ≤ weight y := Finset.sum_nonneg fun _ _ => sq_nonneg _
  unfold discrim at hdisc
  generalize (star x ⬝ᵥ B *ᵥ y).re = R at *
  have h1 : 0 ≤ (a - μ) * weight x := mul_nonneg (sub_nonneg.2 ha) hp
  have h2 : 0 ≤ (a - μ) * weight y := mul_nonneg (sub_nonneg.2 ha) hr
  have h3 : 0 ≤ (d - μ) * weight x := mul_nonneg (sub_nonneg.2 hd) hp
  have hPQ : (energy A x - μ * weight x) * (energy D y - μ * weight y) ≤
      ((a - μ) * weight x) * ((d - μ) * weight y) :=
    mul_le_mul (by linarith) (by linarith) (by linarith) h1
  have hsq : (2 * R) ^ 2 ≤ ((a - μ) * weight y + (d - μ) * weight x) ^ 2 := by
    nlinarith [sq_nonneg ((a - μ) * weight y - (d - μ) * weight x)]
  have hb : 2 * R ≤ (a - μ) * weight y + (d - μ) * weight x := by
    by_contra hlt
    have hlt' := not_le.1 hlt
    nlinarith [mul_pos (sub_pos.2 hlt')
      (show 0 < 2 * R + ((a - μ) * weight y + (d - μ) * weight x) by linarith)]
  linarith
```

## The inequality and a case of equality

The map `F` collects the $p+q-1$ conditions. Were zero its only solution, `F` would be injective into a space of smaller dimension. The bounds `hup` and `hdown` then enclose the energy of the surviving state.

```lean
/-- If all eigenvalues of a Hermitian block matrix are at least `μ`, then `μ` plus its eigenvalue
numbered `i + j` (from zero) is at most the sum of the fragment eigenvalues `i` and `j`. -/
theorem aronszajn_shifted {A : Matrix m m ℂ} {D : Matrix n n ℂ} (hA : A.IsHermitian)
    (B : Matrix m n ℂ) (hD : D.IsHermitian) {μ : ℝ}
    (hμ : ∀ k, μ ≤ level (block_isHermitian hA B hD) k)
    (i : Fin (Fintype.card m)) (j : Fin (Fintype.card n)) :
    μ + level (block_isHermitian hA B hD) (pairIndex i j) ≤ level hA i + level hD j := by
  obtain ⟨CA, -, hwA, heA⟩ := exists_amplitudes hA
  obtain ⟨CD, -, hwD, heD⟩ := exists_amplitudes hD
  obtain ⟨CM, -, hwM, heM⟩ := exists_amplitudes (block_isHermitian hA B hD)
  have hlow : ∀ z, μ * weight z ≤ energy (fromBlocks A B Bᴴ D) z := by
    intro z
    rw [hwM, heM, Finset.mul_sum]
    exact Finset.sum_le_sum fun k _ => mul_le_mul_of_nonneg_right (hμ k) (sq_nonneg _)
  have ha : μ ≤ level hA i := by
    obtain ⟨x, hx, he⟩ := exists_mode hA i
    have h := hlow (Sum.elim x 0)
    have hw : weight (Sum.elim x (0 : n → ℂ)) = weight x := by
      simp [weight, Fintype.sum_sum_type]
    rw [block_energy, hw, hx, he] at h
    simpa [energy] using h
  have hd : μ ≤ level hD j := by
    obtain ⟨y, hy, he⟩ := exists_mode hD j
    have h := hlow (Sum.elim 0 y)
    have hw : weight (Sum.elim (0 : m → ℂ) y) = weight y := by
      simp [weight, Fintype.sum_sum_type]
    rw [block_energy, hw, hy, he] at h
    simpa [energy] using h
  have hcard : Fintype.card (m ⊕ n) = Fintype.card m + Fintype.card n := Fintype.card_sum
  have hi := i.isLt
  have hj := j.isLt
  -- the conditions on the state are one fewer than the dimension
  let gA : Fin (i : ℕ) → Fin (Fintype.card m) := fun t => ⟨t, t.isLt.trans hi⟩
  let gD : Fin (j : ℕ) → Fin (Fintype.card n) := fun t => ⟨t, t.isLt.trans hj⟩
  let gM : Fin (Fintype.card m + Fintype.card n - 1 - (i + j)) → Fin (Fintype.card (m ⊕ n)) :=
    fun t => ⟨i + j + 1 + t, by have ht := t.isLt; omega⟩
  let F := ((LinearMap.funLeft ℂ ℂ gA).comp (CA.comp (LinearMap.funLeft ℂ ℂ Sum.inl))).prod
    (((LinearMap.funLeft ℂ ℂ gD).comp (CD.comp (LinearMap.funLeft ℂ ℂ Sum.inr))).prod
      ((LinearMap.funLeft ℂ ℂ gM).comp CM))
  obtain ⟨z, hz, hz0⟩ : ∃ z, F z = 0 ∧ z ≠ 0 := by
    by_contra hno
    have hno' : ∀ z, F z = 0 → z = 0 := fun z h => by
      by_contra h0
      exact hno ⟨z, h, h0⟩
    have hf := LinearMap.finrank_le_finrank_of_injective
      (LinearMap.ker_eq_bot.1 (LinearMap.ker_eq_bot'.2 hno'))
    simp only [Module.finrank_prod, Module.finrank_fintype_fun_eq_card, Fintype.card_fin] at hf
    omega
  have hx : energy A (z ∘ Sum.inl) ≤ level hA i * weight (z ∘ Sum.inl) := by
    rw [heA, hwA]
    exact (truncated_energy hA.eigenvalues₀_antitone _ i).1
      fun s hs => congrFun (congrArg (fun p => p.1) hz) ⟨s, hs⟩
  have hy : energy D (z ∘ Sum.inr) ≤ level hD j * weight (z ∘ Sum.inr) := by
    rw [heD, hwD]
    exact (truncated_energy hD.eigenvalues₀_antitone _ j).1
      fun s hs => congrFun (congrArg (fun p => p.2.1) hz) ⟨s, hs⟩
  have hup := block_energy_le ha hd hlow hx hy
  rw [Sum.elim_comp_inl_inr] at hup
  have hdown : level (block_isHermitian hA B hD) (pairIndex i j) * weight z ≤
      energy (fromBlocks A B Bᴴ D) z := by
    rw [heM, hwM]
    refine (truncated_energy (block_isHermitian hA B hD).eigenvalues₀_antitone _ _).2 ?_
    intro s hs
    have hs' : (i : ℕ) + j < s := hs
    have hsl := s.isLt
    have hg : gM ⟨s - (i + j + 1), by omega⟩ = s := Fin.ext (by
      change (i : ℕ) + j + 1 + (s - (i + j + 1)) = s
      omega)
    exact (congrArg (CM z) hg).symm.trans (congrFun (congrArg (fun p => p.2.2) hz) _)
  have hpos : 0 < weight z := by
    obtain ⟨s, hs⟩ := Function.ne_iff.1 hz0
    exact Finset.sum_pos' (fun _ _ => sq_nonneg _)
      ⟨s, Finset.mem_univ s, pow_pos (norm_pos_iff.2 hs) 2⟩
  have hfin := le_of_mul_le_mul_right (hdown.trans hup) hpos
  linarith
```

For a one-particle Hamiltonian matrix in a finite orthonormal basis divided between two fragments, the shifted inequality bounds the joint levels from above by the eigenvalues of the diagonal blocks, which need not be the levels of the isolated fragments, given a floor $\mu$ under the joint spectrum. That floor is a hypothesis, to be supplied by other means. In the semidefinite version it is zero, as for an overlap matrix, where $z^\dagger Mz$ is the squared norm of the function with coefficients $z$, and $w(z)$ only that of the coefficient vector.

```lean
/-- Aronszajn's inequality: for a positive semidefinite block matrix, the eigenvalue numbered
`i + j` (from zero, in decreasing order) is at most the sum of eigenvalue `i` of the first
diagonal block and eigenvalue `j` of the second. -/
theorem aronszajn {A : Matrix m m ℂ} {B : Matrix m n ℂ} {D : Matrix n n ℂ}
    (hA : A.IsHermitian) (hD : D.IsHermitian) (hM : (fromBlocks A B Bᴴ D).PosSemidef)
    (i : Fin (Fintype.card m)) (j : Fin (Fintype.card n)) :
    level (block_isHermitian hA B hD) (pairIndex i j) ≤ level hA i + level hD j := by
  have h := aronszajn_shifted hA B hD (μ := 0) (fun k => by
    obtain ⟨x, -, he⟩ := exists_mode (block_isHermitian hA B hD) k
    rw [← he]
    exact (Complex.le_def.1 (hM.dotProduct_mulVec_nonneg x)).1) i j
  linarith
```

Equality occurs for two one-site fragments with all blocks equal to 1: the highest joint eigenvalue is $2=1+1$. The normalised state $(1,1)/\sqrt2$ has energy 2; the code uses $(1,1)$, with energy 4 and squared norm 2, to obtain the lower bound.

```lean
/-- Two one-site fragments with all four blocks equal to one form a positive semidefinite matrix
for which Aronszajn's inequality is an equality at the largest eigenvalues. -/
theorem aronszajn_sharp :
    (fromBlocks (1 : Matrix (Fin 1) (Fin 1) ℂ) 1 (1 : Matrix (Fin 1) (Fin 1) ℂ)ᴴ 1).PosSemidef ∧
    level (block_isHermitian (isHermitian_one (n := Fin 1) (α := ℂ)) 1
        (isHermitian_one (n := Fin 1) (α := ℂ))) (pairIndex ⟨0, by simp⟩ ⟨0, by simp⟩) =
      level (isHermitian_one (n := Fin 1) (α := ℂ)) ⟨0, by simp⟩ +
      level (isHermitian_one (n := Fin 1) (α := ℂ)) ⟨0, by simp⟩ := by
  have hP : (fromBlocks (1 : Matrix (Fin 1) (Fin 1) ℂ) 1
      (1 : Matrix (Fin 1) (Fin 1) ℂ)ᴴ 1).PosSemidef := by
    let C : Matrix (Fin 1) (Fin 1 ⊕ Fin 1) ℂ := Matrix.of fun _ _ => 1
    have h : fromBlocks (1 : Matrix (Fin 1) (Fin 1) ℂ) 1
        (1 : Matrix (Fin 1) (Fin 1) ℂ)ᴴ 1 = Cᴴ * C := by
      ext s t
      rcases s with s | s <;> rcases t with t | t <;> fin_cases s <;> fin_cases t <;>
        simp [C, Matrix.mul_apply]
    rw [h]
    exact posSemidef_conjTranspose_mul_self C
  refine ⟨hP, le_antisymm (aronszajn _ _ hP _ _) ?_⟩
  obtain ⟨x, hx, he⟩ := exists_mode (isHermitian_one (n := Fin 1) (α := ℂ)) ⟨0, by simp⟩
  rw [energy_one, hx] at he
  rw [← he]
  -- the symmetric state has energy four and weight two
  obtain ⟨C, -, hw, hE⟩ := exists_amplitudes (block_isHermitian
    (isHermitian_one (n := Fin 1) (α := ℂ)) 1 (isHermitian_one (n := Fin 1) (α := ℂ)))
  have h := (truncated_energy (block_isHermitian (isHermitian_one (n := Fin 1) (α := ℂ)) 1
    (isHermitian_one (n := Fin 1) (α := ℂ))).eigenvalues₀_antitone
    (C (Sum.elim 1 1)) (pairIndex ⟨0, by simp⟩ ⟨0, by simp⟩)).1
    (fun s hs => (Nat.not_lt_zero _ hs).elim)
  rw [← hE, ← hw, block_energy, energy_one] at h
  have h1 : weight (1 : Fin 1 → ℂ) = 1 := by simp [weight]
  have h2 : weight (Sum.elim (1 : Fin 1 → ℂ) (1 : Fin 1 → ℂ)) = 2 := by
    simp [weight]
  have h3 : (star (1 : Fin 1 → ℂ) ⬝ᵥ (1 : Matrix (Fin 1) (Fin 1) ℂ) *ᵥ 1).re = 1 := by
    simp [dotProduct]
  rw [h1, h2, h3] at h
  linarith

end

end AronszajnBlock
```

```lean
#print axioms AronszajnBlock.aronszajn
#print axioms AronszajnBlock.aronszajn_sharp
```

```
'AronszajnBlock.aronszajn' depends on axioms: [propext, Classical.choice, Quot.sound]
'AronszajnBlock.aronszajn_sharp' depends on axioms: [propext, Classical.choice, Quot.sound]
```
